# Sign and vanishing of the Thomas-Fermi nonadditive kinetic energy on a finite grid

To state a result about nonadditive kinetic energy formally, one has to decide what a density and an integral are, and here a density is a list of real values at finitely many grid points and an integral is a sum with a positive weight at each point. With that choice the Thomas-Fermi functional is a finite sum of local terms, and the sign of its nonadditive part reduces to an inequality between real numbers.

```lean
import Mathlib

open Finset

namespace FrozenDensityEmbedding

noncomputable section

variable {ι : Type*} [Fintype ι]

/-- Local power-law density functional on a grid with weights `w`: the sum of `w_i ρ_i^p`. -/
def powerFunctional (p : ℝ) (w ρ : ι → ℝ) : ℝ := ∑ i, w i * ρ i ^ p

/-- Nonadditive part of a density functional `F` for two subsystem densities:
`F[a + b] - F[a] - F[b]`. -/
def nonadditive (F : (ι → ℝ) → ℝ) (a b : ι → ℝ) : ℝ := F (a + b) - F a - F b

/-- The Thomas-Fermi constant `(3/10) (3 π²)^(2/3)` in atomic units. -/
def tfConst : ℝ := 3 / 10 * (3 * Real.pi ^ 2) ^ (2 / 3 : ℝ)

/-- Thomas-Fermi kinetic energy of the density `ρ` on the grid. -/
def tfKinetic (w ρ : ι → ℝ) : ℝ := tfConst * powerFunctional (5 / 3) w ρ

/-- The Dirac exchange constant `(3/4) (3/π)^(1/3)` in atomic units. -/
def diracConst : ℝ := 3 / 4 * (3 / Real.pi) ^ (1 / 3 : ℝ)

/-- Dirac exchange energy of the density `ρ` on the grid. -/
def diracExchange (w ρ : ι → ℝ) : ℝ := -(diracConst * powerFunctional (4 / 3) w ρ)

/-- Thomas-Fermi nonadditive kinetic potential at grid point `i` for active density `a` and
frozen density `b`: `(5/3) C_F ((a + b)^(2/3) - a^(2/3))`. -/
def tfPotential (a b : ι → ℝ) (i : ι) : ℝ :=
  5 / 3 * tfConst * ((a i + b i) ^ (2 / 3 : ℝ) - a i ^ (2 / 3 : ℝ))

/-- For two positive density values and exponent `p > 1`, the power law is strictly
superadditive. -/
theorem rpow_add_rpow_lt {p a b : ℝ} (hp : 1 < p) (ha : 0 < a) (hb : 0 < b) :
    a ^ p + b ^ p < (a + b) ^ p := by
  -- split off one factor: x^p = x * x^(p-1)
  have e : ∀ x : ℝ, 0 < x → x ^ p = x * x ^ (p - 1) := by
    intro x hx
    have h := Real.rpow_add hx 1 (p - 1)
    rw [Real.rpow_one] at h
    rw [← h]
    congr 1
    ring
  -- x^(p-1) is strictly increasing
  have h1 : a ^ (p - 1) < (a + b) ^ (p - 1) :=
    Real.rpow_lt_rpow ha.le (by linarith) (by linarith)
  have h2 : b ^ (p - 1) < (a + b) ^ (p - 1) :=
    Real.rpow_lt_rpow hb.le (by linarith) (by linarith)
  have ea := e a ha
  have eb := e b hb
  have eab := e (a + b) (by linarith)
  nlinarith [mul_lt_mul_of_pos_left h1 ha, mul_lt_mul_of_pos_left h2 hb]

/-- For nonnegative density values and `p > 1`, the local gap `(a+b)^p - a^p - b^p` is
nonnegative and vanishes exactly when `a b = 0`. -/
theorem local_gap {p a b : ℝ} (hp : 1 < p) (ha : 0 ≤ a) (hb : 0 ≤ b) :
    0 ≤ (a + b) ^ p - a ^ p - b ^ p ∧ ((a + b) ^ p - a ^ p - b ^ p = 0 ↔ a * b = 0) := by
  have hp0 : p ≠ 0 := ne_of_gt (by linarith)
  rcases ha.eq_or_lt with rfl | ha'
  · simp [Real.zero_rpow hp0]
  rcases hb.eq_or_lt with rfl | hb'
  · simp [Real.zero_rpow hp0]
  have h := rpow_add_rpow_lt hp ha' hb'
  refine ⟨by linarith, fun h0 => ?_, fun h0 => ?_⟩
  · exfalso
    linarith
  · exact absurd h0 (mul_pos ha' hb').ne'

/-- The nonadditive part of a power-law functional is the weighted sum of the local gaps. -/
theorem nonadditive_power_eq_sum (p : ℝ) (w a b : ι → ℝ) :
    nonadditive (powerFunctional p w) a b
      = ∑ i, w i * ((a i + b i) ^ p - a i ^ p - b i ^ p) := by
  simp only [nonadditive, powerFunctional, Pi.add_apply, mul_sub, Finset.sum_sub_distrib]

/-- For positive weights, nonnegative densities and any exponent `p > 1`, the nonadditive part
of the power-law functional is nonnegative and vanishes exactly when `a b = 0` at every point. -/
theorem nonadditive_power {p : ℝ} {w a b : ι → ℝ} (hp : 1 < p) (hw : ∀ i, 0 < w i)
    (ha : ∀ i, 0 ≤ a i) (hb : ∀ i, 0 ≤ b i) :
    0 ≤ nonadditive (powerFunctional p w) a b ∧
      (nonadditive (powerFunctional p w) a b = 0 ↔ ∀ i, a i * b i = 0) := by
  rw [nonadditive_power_eq_sum]
  have hterm : ∀ i ∈ (Finset.univ : Finset ι),
      0 ≤ w i * ((a i + b i) ^ p - a i ^ p - b i ^ p) :=
    fun i _ => mul_nonneg (hw i).le (local_gap hp (ha i) (hb i)).1
  refine ⟨Finset.sum_nonneg hterm, ?_⟩
  -- a sum of nonnegative terms vanishes iff every term does
  rw [Finset.sum_eq_zero_iff_of_nonneg hterm]
  constructor
  · intro h i
    have hi := (mul_eq_zero.1 (h i (Finset.mem_univ i))).resolve_left (hw i).ne'
    exact (local_gap hp (ha i) (hb i)).2.1 hi
  · intro h i _
    rw [(local_gap hp (ha i) (hb i)).2.2 (h i), mul_zero]

/-- For positive weights and nonnegative densities, the Thomas-Fermi nonadditive kinetic energy
is nonnegative and vanishes exactly when `a b = 0` at every grid point. -/
theorem tf_nonadditive_kinetic {w a b : ι → ℝ} (hw : ∀ i, 0 < w i)
    (ha : ∀ i, 0 ≤ a i) (hb : ∀ i, 0 ≤ b i) :
    0 ≤ nonadditive (tfKinetic w) a b ∧
      (nonadditive (tfKinetic w) a b = 0 ↔ ∀ i, a i * b i = 0) := by
  have hC : 0 < tfConst := by
    unfold tfConst
    positivity
  have e : nonadditive (tfKinetic w) a b
      = tfConst * nonadditive (powerFunctional (5 / 3) w) a b := by
    simp only [nonadditive, tfKinetic]
    ring
  obtain ⟨h1, h2⟩ := nonadditive_power (p := 5 / 3) (by norm_num) hw ha hb
  rw [e]
  refine ⟨mul_nonneg hC.le h1, ?_⟩
  rw [mul_eq_zero, or_iff_right hC.ne']
  exact h2

/-- For positive weights and nonnegative densities, the Dirac nonadditive exchange energy is
nonpositive and vanishes exactly when `a b = 0` at every grid point. -/
theorem dirac_nonadditive_exchange {w a b : ι → ℝ} (hw : ∀ i, 0 < w i)
    (ha : ∀ i, 0 ≤ a i) (hb : ∀ i, 0 ≤ b i) :
    nonadditive (diracExchange w) a b ≤ 0 ∧
      (nonadditive (diracExchange w) a b = 0 ↔ ∀ i, a i * b i = 0) := by
  have hC : 0 < diracConst := by
    unfold diracConst
    positivity
  have e : nonadditive (diracExchange w) a b
      = -(diracConst * nonadditive (powerFunctional (4 / 3) w) a b) := by
    simp only [nonadditive, diracExchange]
    ring
  obtain ⟨h1, h2⟩ := nonadditive_power (p := 4 / 3) (by norm_num) hw ha hb
  rw [e]
  refine ⟨neg_nonpos.2 (mul_nonneg hC.le h1), ?_⟩
  rw [neg_eq_zero, mul_eq_zero, or_iff_right hC.ne']
  exact h2

/-- At a positive density `ρ`, the derivative of the power-law functional along a variation `δ`
is the weighted sum of `p ρ^(p-1) δ`. -/
theorem hasDerivAt_powerFunctional (p : ℝ) (w δ : ι → ℝ) {ρ : ι → ℝ} (hρ : ∀ i, 0 < ρ i) :
    HasDerivAt (fun t : ℝ => powerFunctional p w (ρ + t • δ))
      (∑ i, w i * (p * ρ i ^ (p - 1)) * δ i) 0 := by
  simp only [powerFunctional, Pi.add_apply, Pi.smul_apply, smul_eq_mul]
  apply HasDerivAt.fun_sum
  intro i _
  have h1 : HasDerivAt (fun t : ℝ => ρ i + t * δ i) (δ i) 0 :=
    (((hasDerivAt_id' (0 : ℝ)).mul_const (δ i)).const_add (ρ i)).congr_deriv (one_mul _)
  have h2 := (h1.rpow_const (p := p) (Or.inl (by simpa using (hρ i).ne'))).const_mul (w i)
  refine h2.congr_deriv ?_
  simp only [zero_mul, add_zero]
  ring

/-- With `a` positive and the nonnegative density `b` frozen, the derivative of the Thomas-Fermi
nonadditive kinetic energy along a variation `δ` of `a` is the weighted sum of the nonadditive
kinetic potential times `δ`. -/
theorem hasDerivAt_tf_nonadditive (w δ : ι → ℝ) {a b : ι → ℝ} (ha : ∀ i, 0 < a i)
    (hb : ∀ i, 0 ≤ b i) :
    HasDerivAt (fun t : ℝ => nonadditive (tfKinetic w) (a + t • δ) b)
      (∑ i, w i * tfPotential a b i * δ i) 0 := by
  have h1 := hasDerivAt_powerFunctional (5 / 3) w δ (ρ := a + b)
    (fun i => add_pos_of_pos_of_nonneg (ha i) (hb i))
  have h2 := hasDerivAt_powerFunctional (5 / 3) w δ ha
  -- the term of the frozen density alone does not depend on t
  have key : (fun t : ℝ => nonadditive (tfKinetic w) (a + t • δ) b)
      = fun t : ℝ => tfConst * powerFunctional (5 / 3) w (a + b + t • δ)
        - tfConst * powerFunctional (5 / 3) w (a + t • δ)
        - tfConst * powerFunctional (5 / 3) w b := by
    funext t
    simp only [nonadditive, tfKinetic, add_right_comm a (t • δ) b]
  rw [key]
  refine (((h1.const_mul tfConst).fun_sub (h2.const_mul tfConst)).sub_const _).congr_deriv ?_
  rw [Finset.mul_sum, Finset.mul_sum, ← Finset.sum_sub_distrib]
  refine Finset.sum_congr rfl fun i _ => ?_
  have e : (5 / 3 - 1 : ℝ) = 2 / 3 := by norm_num
  simp only [tfPotential, Pi.add_apply, e]
  ring

omit [Fintype ι] in
/-- At a grid point with nonnegative densities, the Thomas-Fermi nonadditive kinetic potential
is nonnegative and vanishes exactly when the frozen density `b` vanishes there. -/
theorem tfPotential_sign {a b : ι → ℝ} {i : ι} (ha : 0 ≤ a i) (hb : 0 ≤ b i) :
    0 ≤ tfPotential a b i ∧ (tfPotential a b i = 0 ↔ b i = 0) := by
  have hC : 0 < 5 / 3 * tfConst := by
    unfold tfConst
    positivity
  rcases hb.eq_or_lt with h0 | hpos
  · simp [tfPotential, ← h0]
  have hlt : a i ^ (2 / 3 : ℝ) < (a i + b i) ^ (2 / 3 : ℝ) :=
    Real.rpow_lt_rpow ha (by linarith) (by norm_num)
  have hv : 0 < tfPotential a b i := mul_pos hC (sub_pos.2 hlt)
  exact ⟨hv.le, fun h => absurd h hv.ne', fun h => absurd h hpos.ne'⟩

end

end FrozenDensityEmbedding
```

```lean
#print axioms FrozenDensityEmbedding.tf_nonadditive_kinetic
-- 'FrozenDensityEmbedding.tf_nonadditive_kinetic' depends on axioms: [propext, Classical.choice, Quot.sound]
#print axioms FrozenDensityEmbedding.dirac_nonadditive_exchange
-- 'FrozenDensityEmbedding.dirac_nonadditive_exchange' depends on axioms: [propext, Classical.choice, Quot.sound]
#print axioms FrozenDensityEmbedding.hasDerivAt_tf_nonadditive
-- 'FrozenDensityEmbedding.hasDerivAt_tf_nonadditive' depends on axioms: [propext, Classical.choice, Quot.sound]
#print axioms FrozenDensityEmbedding.tfPotential_sign
-- 'FrozenDensityEmbedding.tfPotential_sign' depends on axioms: [propext, Classical.choice, Quot.sound]
```

## What the statements say

The grid is the finite type `ι`, and $i$ runs over its points. Weights $w_i$ and densities $\rho_i$, $a_i$, $b_i$ are functions `ι → ℝ`. For a real exponent $p$, `powerFunctional p w ρ` is

$$P_p[\rho] = \sum_i w_i\,\rho_i^{\,p},$$

and for any functional $F$ of the density, `nonadditive F a b` is

$$F^{\mathrm{nad}}[a,b] = F[a+b] - F[a] - F[b],$$

where $a+b$ is the pointwise sum. The Thomas-Fermi kinetic energy `tfKinetic w ρ` is $T[\rho] = C_F\,P_{5/3}[\rho]$ with $C_F = \tfrac{3}{10}(3\pi^2)^{2/3}$, which is `tfConst`. The Dirac exchange energy `diracExchange w ρ` is $E_x[\rho] = -C_x\,P_{4/3}[\rho]$ with $C_x = \tfrac34(3/\pi)^{1/3}$, which is `diracConst`.

The main theorem, `tf_nonadditive_kinetic`, assumes $w_i > 0$, $a_i \ge 0$ and $b_i \ge 0$ at every point. It concludes that

$$T^{\mathrm{nad}}[a,b] = C_F\sum_i w_i\left[(a_i+b_i)^{5/3} - a_i^{5/3} - b_i^{5/3}\right] \ge 0,$$

and that $T^{\mathrm{nad}}[a,b] = 0$ if and only if $a_i b_i = 0$ for every $i$. The second part runs in both directions: densities that never share a grid point give exactly zero, and a single point at which both are positive makes the energy strictly positive. The theorem `nonadditive_power` gives the same two conclusions for $P_p$ with any $p > 1$. Under the same hypotheses on $w$, $a$, $b$, `dirac_nonadditive_exchange` says that $E_x^{\mathrm{nad}}[a,b] \le 0$, with equality under the same condition $a_i b_i = 0$.

Two further theorems concern the potential `tfPotential a b i`,

$$v_i = \tfrac53\,C_F\left[(a_i+b_i)^{2/3} - a_i^{2/3}\right].$$

Let $\delta$ be any real function on the grid and $t$ a real parameter. For $a_i > 0$ and $b_i \ge 0$ at all points, `hasDerivAt_tf_nonadditive` says that $t \mapsto T^{\mathrm{nad}}[a + t\delta,\, b]$ is differentiable at $t = 0$ with derivative $\sum_i w_i v_i \delta_i$. The weights are unrestricted in this theorem. At a single point $i$ with $a_i \ge 0$ and $b_i \ge 0$, `tfPotential_sign` says that $v_i \ge 0$ and that $v_i = 0$ if and only if $b_i = 0$.

## The physics encoded

In frozen-density embedding the electron density is written as the sum of an active part $a$, which is optimised, and an environment part $b$, which is held fixed. The non-interacting kinetic energy of the total density is in general not the sum of those of the parts. The difference is usually approximated by an explicit density functional, and its derivative with respect to $a$ enters the one-electron equations of the active subsystem as part of the embedding potential. For the Thomas-Fermi choice of that functional on a finite grid with positive weights, the theorems say that overlap always costs kinetic energy, and that the kinetic part of the embedding potential is positive at exactly those points where frozen density is present.

The weight $w_i$ stands for the volume element of a quadrature rule, so $\sum_i w_i f_i$ replaces $\int f(\mathbf r)\,d^3r$. No positions or distances appear, because a purely local functional does not use them. The constants are those of the spin-unpolarised uniform electron gas in atomic units, and $a$, $b$ are total electron densities of the subsystems. The sign theorems use only $C_F > 0$ and $C_x > 0$. The definition of $v_i$ leaves the weight outside, which is the usual convention for a functional derivative, $\delta F = \int v\,\delta\rho\,d^3r$. The plain partial derivative of $T^{\mathrm{nad}}$ with respect to $a_i$ is $w_i v_i$.

Several things lie beyond these statements. The functional is Thomas-Fermi without gradient terms, and nothing is said about the exact non-interacting kinetic energy or about the sign of its nonadditive part. The condition $a_i b_i = 0$ concerns grid values: two continuous densities could overlap between the points and still satisfy it, and no continuum limit is taken. Positivity of the weights is assumed, so rules with zero or negative weights are excluded from the theorems on the sign of the energies. At a point of zero weight, overlap would contribute nothing to the sum. The electron numbers $\sum_i w_i a_i$ and $\sum_i w_i b_i$ are not fixed, the variation $\delta$ need not conserve the electron number, and there is no self-consistent equation for $a$. The kinetic and exchange terms have opposite signs, and no theorem gives the sign of their sum. The derivative is stated for strictly positive $a$. On a finite grid $a + t\delta$ then stays positive for small $|t|$, so the value that Lean assigns to a real power of a negative number never enters. An empty grid is allowed, and there the energy is zero and the overlap condition holds vacuously.

## Why it is true

The whole argument rests on one inequality between numbers. Let $a > 0$, $b > 0$ now be the values at one point, and let $p > 1$. Write $x^p = x\cdot x^{p-1}$ for $x > 0$. Since $p - 1 > 0$, the function $x \mapsto x^{p-1}$ is strictly increasing, so $a^{p-1} < (a+b)^{p-1}$ and $b^{p-1} < (a+b)^{p-1}$. Multiplying the first inequality by $a$ and the second by $b$ and adding gives

$$a^p + b^p = a\,a^{p-1} + b\,b^{p-1} < a\,(a+b)^{p-1} + b\,(a+b)^{p-1} = (a+b)^p .$$

This is `rpow_add_rpow_lt`. In its proof `e` is the splitting $x^p = x\cdot x^{p-1}$, obtained from `Real.rpow_add`. The facts `h1` and `h2` are the two monotonicity inequalities from `Real.rpow_lt_rpow`, and the closing `nlinarith` receives them already multiplied by $a$ and by $b$, so that only the addition and the factoring of $(a+b)$ remain.

Define the local gap $g(a,b) = (a+b)^p - a^p - b^p$ for $a, b \ge 0$. If $a = 0$, then $0^p = 0$ because $p \ne 0$, and $g = b^p - 0 - b^p = 0$, while $ab = 0$ as well. The case $b = 0$ is the same. If both are positive, then $g > 0$ by the inequality above and $ab > 0$, so both sides of the equivalence are false. Hence $g \ge 0$ always, and $g = 0$ exactly when $ab = 0$. The lemma `local_gap` follows these three cases: two splits by `eq_or_lt`, `Real.zero_rpow` for the boundary cases, and a contradiction in each direction for the interior case.

Returning to the grid, the three sums in $P_p^{\mathrm{nad}}$ run over the same points with the same weights, so

$$P_p[a+b] - P_p[a] - P_p[b] = \sum_i w_i\,g(a_i,b_i),$$

which is `nonadditive_power_eq_sum` and needs no hypothesis on $p$, $w$, $a$ or $b$. With $w_i > 0$ each term is nonnegative (`hterm` in `nonadditive_power`), so the sum is nonnegative. A finite sum of nonnegative terms is zero exactly when every term is zero, which is `Finset.sum_eq_zero_iff_of_nonneg`. If $w_i\,g(a_i,b_i) = 0$, then $w_i \ne 0$ forces $g(a_i,b_i) = 0$ and so $a_i b_i = 0$. This step, done with `mul_eq_zero` and `resolve_left`, is where strict positivity of the weights is used. Conversely $a_i b_i = 0$ makes the gap, and with it the term, vanish.

A constant prefactor passes through the nonadditive combination, so $T^{\mathrm{nad}} = C_F\,P_{5/3}^{\mathrm{nad}}$ and $E_x^{\mathrm{nad}} = -C_x\,P_{4/3}^{\mathrm{nad}}$. These identities are the steps named `e` in `tf_nonadditive_kinetic` and `dirac_nonadditive_exchange`. Both exponents exceed 1 and both constants are positive (`hC`). Multiplying by a positive constant keeps the sign and the zero set, and the extra minus sign in the exchange energy reverses the inequality without changing where equality holds.

For the derivative, take a density $\rho$ with $\rho_i > 0$. The chain rule gives

$$\frac{d}{dt}\Big|_{t=0} \sum_i w_i(\rho_i + t\delta_i)^p = \sum_i w_i\,p\,\rho_i^{\,p-1}\,\delta_i .$$

In `hasDerivAt_powerFunctional`, valid for every real $p$, `HasDerivAt.fun_sum` reduces the claim to one term, `h1` is the derivative $\delta_i$ of the linear function $\rho_i + t\delta_i$, and `rpow_const` is the chain rule for the power at a nonzero base. Now expand

$$T^{\mathrm{nad}}[a+t\delta,\,b] = C_F P_{5/3}[a+b+t\delta] - C_F P_{5/3}[a+t\delta] - C_F P_{5/3}[b],$$

which is `key` in `hasDerivAt_tf_nonadditive`. The last term does not depend on $t$. The formula above applies to the first term with $\rho = a+b$, positive because $a_i > 0$ and $b_i \ge 0$, and to the second with $\rho = a$. With $p - 1 = 2/3$ the difference is

$$\sum_i w_i\,\tfrac53 C_F\left[(a_i+b_i)^{2/3} - a_i^{2/3}\right]\delta_i = \sum_i w_i v_i \delta_i .$$

The sign of $v_i$ comes from monotonicity once more. If $b_i = 0$ the bracket is $a_i^{2/3} - a_i^{2/3} = 0$. If $b_i > 0$ then $a_i < a_i + b_i$, and $x^{2/3}$ is strictly increasing on $x \ge 0$, so the bracket is positive (`hlt` in `tfPotential_sign`) and so is $v_i$. The two zero conditions differ: the energy term at a point vanishes when either density is zero there, whereas $v_i = \tfrac53 C_F\,b_i^{2/3} > 0$ at a point with $a_i = 0$ and $b_i > 0$.

## A two-point instance

Take two grid points, labelled 1 and 2, with $w = (1, \tfrac12)$, $a = (8, 1)$ and $b = (0, 7)$, all in atomic units. The values are chosen for easy arithmetic and do not model a real system: the electron numbers $\sum_i w_i a_i = 8.5$ and $\sum_i w_i b_i = 3.5$ are not integers, and the theorems do not require them to be. Numerically $C_F \approx 2.871$ and $C_x \approx 0.7386$.

At point 1 the frozen density is zero and the gap is $8^{5/3} - 8^{5/3} - 0 = 0$. At point 2 the total density is 8, with $8^{5/3} = 32$, $1^{5/3} = 1$ and $7^{5/3} = 7\cdot 7^{2/3} \approx 7 \times 3.6593 \approx 25.615$. The two inequalities of the pointwise argument read $1 < 1\cdot 8^{2/3} = 4$ and $25.615 < 7\cdot 8^{2/3} = 28$, and the right-hand sides add up to 32. The gap is $32 - 1 - 25.615 = 5.385$, so

$$T^{\mathrm{nad}} \approx 2.871 \times \tfrac12 \times 5.385 \approx 7.73 .$$

For exchange, $8^{4/3} = 16$ and $7^{4/3} \approx 13.391$, the gap at point 2 is $16 - 1 - 13.391 = 1.609$, and $E_x^{\mathrm{nad}} \approx -0.7386 \times \tfrac12 \times 1.609 \approx -0.594$.

The potential is $v_1 = 0$ and $v_2 = \tfrac53 C_F(4 - 1) = 5C_F \approx 14.36$. The variation $\delta = (-1, 2)$ has $w_1\delta_1 + w_2\delta_2 = 0$ and moves active density from point 1 onto the point occupied by $b$. The derivative along it is $1\cdot 0\cdot(-1) + \tfrac12\cdot 5C_F\cdot 2 = 5C_F$, which is positive. If $a$ is replaced by $(8, 0)$, then $a_i b_i = 0$ at both points and both nonadditive energies are exactly zero, while $v_2 = \tfrac53 C_F\,7^{2/3} \approx 17.5$ remains positive.
